# Distances to d + 1 affinely independent atoms in d + 1 dimensions fix a position up to reflection

The theorem `same_distances_iff` concerns points in a real inner product space of dimension d + 1, with d + 1 affinely independent reference atoms and a unit normal `u` to the hyperplane through them. It says that a point `q` has the same distances to all these atoms as `p` exactly when `q` is `p` or its mirror image in the hyperplane; the two coincide if `p` lies in it. For the forward direction, the attempt shows that the displacement from `p` to `q` is a multiple `t • u` of the normal, and equal distances to one atom then give a quadratic equation for `t`, whose roots yield the two positions. For the converse, it uses a formula for how reflection changes a squared distance, in which the change vanishes for points of the hyperplane.

As first written in Lean, the proof fails:

```lean
import Mathlib

open scoped InnerProductSpace

namespace SameDistancesIff

noncomputable section

variable {V : Type*} [NormedAddCommGroup V] [InnerProductSpace ℝ V]

/-- The mirror image of the point `p` in the plane through `a` with unit normal `u`. -/
def mirror (a u p : V) : V := p - (2 * ⟪u, p - a⟫_ℝ) • u

/-- Reflecting `p` in the plane through `a` with unit normal `u` changes its squared distance
to a point `e` by four times the product of the heights of `p` and `e` above the plane. -/
theorem dist_sq_mirror {u : V} (hu : ‖u‖ = 1) (a p e : V) :
    dist (mirror a u p) e ^ 2 =
      dist p e ^ 2 + 4 * ⟪u, p - a⟫_ℝ * ⟪u, e - a⟫_ℝ := by
  have h : mirror a u p - e = (p - e) - (2 * ⟪u, p - a⟫_ℝ) • u := by
    unfold mirror
    abel
  have hs : ⟪u, e - a⟫_ℝ = ⟪u, p - a⟫_ℝ - ⟪u, p - e⟫_ℝ := by
    rw [← inner_sub_right]
    congr 1
    abel
  rw [dist_eq_norm, dist_eq_norm, h, norm_sub_sq_real, inner_smul_right, norm_smul,
    mul_pow, hu, hs, real_inner_comm u (p - e), Real.norm_eq_abs, sq_abs]
  ring

/-- If `p` and `q` have equal distances to `a` and equal distances to `b`, the displacement
from `p` to `q` is perpendicular to the line from `a` to `b`. -/
theorem inner_displacement_eq_zero {a b p q : V}
    (ha : dist q a = dist p a) (hb : dist q b = dist p b) :
    ⟪b - a, q - p⟫_ℝ = 0 := by
  have h1 : ‖q - a‖ ^ 2 = ‖p - a‖ ^ 2 := by
    rw [← dist_eq_norm, ← dist_eq_norm, ha]
  have h2 : ‖q - b‖ ^ 2 = ‖p - b‖ ^ 2 := by
    rw [← dist_eq_norm, ← dist_eq_norm, hb]
  rw [norm_sub_sq_real, norm_sub_sq_real] at h1 h2
  simp only [inner_sub_left, inner_sub_right]
  rw [real_inner_comm q b, real_inner_comm p b, real_inner_comm q a, real_inner_comm p a]
  linear_combination (h1 - h2) / 2

/-- In dimension `d + 1`, let `u` be a unit normal to the hyperplane through `d + 1` affinely
independent points. Every vector perpendicular to that hyperplane is a multiple of `u`. -/
theorem parallel_normal {d : ℕ} (hd : Module.finrank ℝ V = d + 1)
    {a : Fin (d + 1) → V} (ha : AffineIndependent ℝ a) {u w : V} (hu : ‖u‖ = 1)
    (hn : ∀ i, ⟪a i - a 0, u⟫_ℝ = 0) (hw : ∀ i, ⟪a i - a 0, w⟫_ℝ = 0) :
    ∃ t : ℝ, w = t • u := by
  have : FiniteDimensional ℝ V := Module.finite_of_finrank_pos (by omega)
  obtain ⟨S, hS⟩ : ∃ S : Submodule ℝ V, S = vectorSpan ℝ (Set.range a) := ⟨_, rfl⟩
  have hdim : Module.finrank ℝ S = d := by
    rw [hS]
    exact ha.finrank_vectorSpan (by simp)
  -- the orthogonal complement of the hyperplane directions is a line
  have hperp : Module.finrank ℝ Sᗮ = 1 := by
    have := S.finrank_add_finrank_orthogonal
    omega
  have mem : ∀ x : V, (∀ i, ⟪a i - a 0, x⟫_ℝ = 0) → x ∈ Sᗮ := by
    intro x hx
    rw [Submodule.mem_orthogonal]
    intro y hy
    rw [hS, vectorSpan_range_eq_span_range_vsub_right ℝ a 0] at hy
    induction hy using Submodule.span_induction with
    | mem y h =>
      obtain ⟨i, rfl⟩ := h
      exact hx i
    | zero => exact inner_zero_left x
    | add y z _ _ h1 h2 => rw [inner_add_left, h1, h2, add_zero]
    | smul r y _ h => rw [inner_smul_left, h, mul_zero]
  have hu0 : (⟨u, mem u hn⟩ : Sᗮ) ≠ 0 := by
    intro h
    have h' : u = 0 := congrArg Subtype.val h
    simp [h'] at hu
  obtain ⟨t, ht⟩ := (finrank_eq_one_iff_of_nonzero' _ hu0).mp hperp ⟨w, mem w hw⟩
  exact ⟨t, (congrArg Subtype.val ht).symm⟩

/-- In dimension `d + 1`, take `d + 1` affinely independent reference atoms and a unit normal `u`
to their hyperplane. Then `q` has the same distances to them as `p` exactly when `q` is `p` or
the mirror image of `p` in that hyperplane. -/
theorem same_distances_iff {d : ℕ} (hd : Module.finrank ℝ V = d + 1)
    {a : Fin (d + 1) → V} (ha : AffineIndependent ℝ a) {u p q : V} (hu : ‖u‖ = 1)
    (hn : ∀ i, ⟪a i - a 0, u⟫_ℝ = 0) :
    (∀ i, dist q (a i) = dist p (a i)) ↔ q = p ∨ q = mirror (a 0) u p := by
  constructor
  · intro h
    -- the displacement is along the normal
    obtain ⟨t, ht⟩ := parallel_normal hd ha hu hn (w := q - p)
      (fun i => inner_displacement_eq_zero (h 0) (h i))
    have hq : q = p + t • u := by
      rw [← ht]
      abel
    have e : q - a 0 = (p - a 0) + t • u := by
      rw [hq]
      abel
    have h0 : ‖q - a 0‖ ^ 2 = ‖p - a 0‖ ^ 2 := by
      rw [← dist_eq_norm, ← dist_eq_norm, h 0]
    rw [e, norm_add_sq_real, inner_smul_right, norm_smul, mul_pow, hu,
      Real.norm_eq_abs, sq_abs, real_inner_comm u (p - a 0)] at h0
    -- a quadratic equation for its length, with two roots
    have hroot : t * (t + 2 * ⟪u, p - a 0⟫_ℝ) = 0 := by linear_combination h0
    rcases mul_eq_zero.mp hroot with h1 | h1
    · left
      rw [hq, h1, zero_smul, add_zero]
    · right
      have h2 : t = -(2 * ⟪u, p - a 0⟫_ℝ) := by linarith
      rw [hq, mirror, h2, neg_smul, sub_eq_add_neg]
  · rintro (h | h) i
    · rw [h]
    · have k := dist_sq_mirror hu (a 0) p (a i)
      rw [real_inner_comm (a i - a 0) u, hn i, mul_zero, add_zero] at k
      rw [h]
      exact (sq_eq_sq₀ dist_nonneg dist_nonneg).mp k

end

end SameDistancesIff
```

The compiler's answer:

```
Main.lean:105:4: error: unsolved goals
case mp.inr
V : Type u_1
inst✝¹ : NormedAddCommGroup V
inst✝ : InnerProductSpace ℝ V
d : ℕ
hd : Module.finrank ℝ V = d + 1
a : Fin (d + 1) → V
ha : AffineIndependent ℝ a
u p q : V
hu : ‖u‖ = 1
hn : ∀ (i : Fin (d + 1)), ⟪a i - a 0, u⟫_ℝ = 0
h : ∀ (i : Fin (d + 1)), dist q (a i) = dist p (a i)
t : ℝ
ht : q - p = t • u
hq : q = p + t • u
e : q - a 0 = p - a 0 + t • u
h0 : ‖p - a 0‖ ^ 2 + 2 * (t * ⟪u, p - a 0⟫_ℝ) + t ^ 2 * 1 ^ 2 = ‖p - a 0‖ ^ 2
hroot : t * (t + 2 * ⟪u, p - a 0⟫_ℝ) = 0
h1 : t + 2 * ⟪u, p - a 0⟫_ℝ = 0
h2 : t = -(2 * ⟪u, p - a 0⟫_ℝ)
⊢ p + -((2 * ⟪u, p + -a 0⟫_ℝ) • u) = p - (2 * ⟪u, p + -a 0⟫_ℝ) • u
```

This version goes through:

```diff
@@ -105,5 +105,5 @@
     · right
       have h2 : t = -(2 * ⟪u, p - a 0⟫_ℝ) := by linarith
-      rw [hq, mirror, h2, neg_smul, sub_eq_add_neg]
+      rw [hq, mirror, h2, neg_smul, ← sub_eq_add_neg]
   · rintro (h | h) i
     · rw [h]
```

What went wrong. The error is in the case of the second root, where `q` should be the mirror image. After `neg_smul`, the left side of the goal is `p` plus the negative of a vector, and the right side is `p` minus the same vector. Only the notation for subtraction differs.

Used from left to right, `sub_eq_add_neg` turns a subtraction into the addition of a negative. But `rw` fixes the lemma's variables at the first match it finds and rewrites only the instances of that one expression. Here it settled on `p - a 0`, inside the inner products, which the message shows as `p + -a 0` on both sides. The outer subtraction on the right stayed as it was, so the two sides still differed in form and the closing `rfl` that `rw` tries did not prove the goal.

The repair reverses the lemma with `←`. It now looks for a sum with a negative, finds the whole left side, and turns it into the subtraction that stands on the right. The two sides are then identical, and `rw` closes the goal.
